# Gaussian fits of X-ray form factors: the wrong hydrogenic tail and ill-conditioned amplitudes

A constant plus finitely many Gaussians with positive exponents cannot follow the hydrogenic form factor f(s) = 1/(1 + κs²)², κ > 0, to large s: for every ε < 1, the error eventually exceeds ε f(s). Moreover, two Gaussians of unit amplitude, exp(−bs²) and exp(−b's²) with b, b' > 0, differ at every s by at most |b − b'|/(e min(b, b')), where e is Euler's number. When the exponents are close, large opposite changes of the two amplitudes therefore barely move the curve.

## Fit and form factor

The atomic form factor is the Fourier transform of the electron density, and s = sin θ/λ, with θ half the scattering angle and λ the wavelength. For one electron in the 1s state of a hydrogen-like atom with nuclear charge Z and Bohr radius a₀, it is f(s), normalised to f(0) = 1, with κ = (2πa₀/Z)². The constant κ thus measures the squared size of the orbital.

Form factors are commonly tabulated through the parameters of a fit

g(s) = c + Σᵢ aᵢ exp(−bᵢs²), with every bᵢ > 0.

Positive exponents make each Gaussian decay. The constant c and the amplitudes aᵢ may have either sign.

## The tail

Take one Gaussian with exponent b > 0 and put y = bs². Then

(1 + κs²)² exp(−bs²) = [1 + (2κ/b) y + (κ/b)² y²] exp(−y).

Each term on the right is a power of y times exp(−y), so the product tends to 0 as s → ∞. Dividing the fit by f gives

g/f = c(1 + κs²)² + Σᵢ aᵢ exp(−bᵢs²)(1 + κs²)².

The sum is finite, so it tends to 0; call it R(s). If c = 0, then g/f = R → 0. If c ≠ 0, then

|g/f| ≥ |c|(1 + κs²)² − |R(s)| → ∞.

The relative error is |g − f|/f = |g/f − 1|. In the first case it tends to 1, and in the second it diverges. Either way it eventually exceeds any given ε < 1.

For this one-electron model, a fit with relative error below some fixed ε < 1 can have that accuracy only on a bounded range of s, which is a reason for care when extrapolating it. How good the fit can be inside such a range is a separate question.

## Nearly equal exponents

Let p = min(b, b'), q = max(b, b') and x = s². Since 1 − exp(−z) ≤ z,

exp(−px) − exp(−qx) = exp(−px)[1 − exp(−(q − p)x)] ≤ (q − p) x exp(−px).

The inequality y ≤ exp(y − 1), taken at y = px, gives px exp(−px) ≤ 1/e. Hence

|exp(−bs²) − exp(−b's²)| ≤ (q − p)/(e p) = |b − b'|/(e min(b, b')).

Now replace the amplitudes a₁, a₂ of a two-Gaussian fit by a₁ + A and a₂ − A, keeping c and the exponents b, b' fixed. The curve changes by

A[exp(−bs²) − exp(−b's²)].

Given a tolerance ε > 0, choose b' = b + εeb/(|A| + 1). The change is then at most |A|ε/(|A| + 1) ≤ ε in absolute value, at every s. Data of finite precision may thus leave the separate amplitudes poorly determined even when they fix the curve well.

## The statements in Lean

`gaussFit c a b s` is g(s). The terms are indexed by an arbitrary finite type `ι`, so any number of Gaussians is allowed, including none. `hydrogenic κ s` is f(s). All parameters are real numbers, with b and κ in the inverse units of s².

The two limits are `ratio_tendsto_zero` and `abs_ratio_tendsto_atTop`. In them `atTop` stands for s → +∞, and `𝓝 0` for convergence to zero. The hypothesis `hb : ∀ i, 0 < b i` makes all exponents positive. The second theorem also assumes `hc : c ≠ 0` and `hκ : 0 < κ`.

In `no_fit_tracks_tail`, the quantifier `∀ᶠ s in atTop` means "for all sufficiently large s". The threshold may depend on ε, on κ and on the fit, and the theorem gives no value for it.

`gaussian_diff_le` is the uniform bound, for every real s. In `amplitudes_ill_conditioned`, the lists `![a₁, a₂]` and `![b, b']` hold the parameters of a two-Gaussian fit. The exponent b' is chosen after b, ε and A, but before c, a₁, a₂ and s, so one choice serves all amplitudes and the whole curve. The theorem shows that ill-conditioned pairs of exponents exist; it does not assess any particular tabulated fit.

The form factor here is the explicit function f. Its derivation from the 1s density is physical input, and many-electron atoms are not treated.

## The complete file

```lean
import Mathlib

open Filter Topology

namespace XRayFormFactor

noncomputable section

/-- The Gaussian fit of a form factor: a constant `c` plus a finite sum of Gaussians with
amplitudes `a i` and exponents `b i`. -/
def gaussFit {ι : Type*} [Fintype ι] (c : ℝ) (a b : ι → ℝ) (s : ℝ) : ℝ :=
  c + ∑ i, a i * Real.exp (-(b i * s ^ 2))

/-- The hydrogenic form factor `1 / (1 + κ s²)²`, meant for `κ > 0`. -/
def hydrogenic (κ s : ℝ) : ℝ := 1 / (1 + κ * s ^ 2) ^ 2

/-- A Gaussian with positive exponent, multiplied by `(1 + κ s²)²`, still vanishes at large `s`. -/
theorem gaussian_mul_tendsto_zero {b : ℝ} (hb : 0 < b) (κ : ℝ) :
    Tendsto (fun s : ℝ => Real.exp (-(b * s ^ 2)) * (1 + κ * s ^ 2) ^ 2) atTop (𝓝 0) := by
  have hy : Tendsto (fun s : ℝ => b * s ^ 2) atTop atTop :=
    (tendsto_pow_atTop two_ne_zero).const_mul_atTop hb
  have h : ∀ n : ℕ, Tendsto (fun s : ℝ => (b * s ^ 2) ^ n * Real.exp (-(b * s ^ 2)))
      atTop (𝓝 0) :=
    fun n => (Real.tendsto_pow_mul_exp_neg_atTop_nhds_zero n).comp hy
  -- expand the square in powers of `b s²`
  have key := ((h 0).add ((h 1).const_mul (2 * κ / b))).add ((h 2).const_mul ((κ / b) ^ 2))
  rw [show (0 : ℝ) + 2 * κ / b * 0 + (κ / b) ^ 2 * 0 = 0 by ring] at key
  refine key.congr fun s => ?_
  generalize Real.exp (-(b * s ^ 2)) = E
  field_simp
  ring

/-- The ratio of fit to hydrogenic form factor is the constant times `(1 + κ s²)²`, plus
Gaussians times the same factor. -/
theorem ratio_eq {ι : Type*} [Fintype ι] (c κ : ℝ) (a b : ι → ℝ) (s : ℝ) :
    gaussFit c a b s / hydrogenic κ s = c * (1 + κ * s ^ 2) ^ 2 +
      ∑ i, a i * (Real.exp (-(b i * s ^ 2)) * (1 + κ * s ^ 2) ^ 2) := by
  unfold gaussFit hydrogenic
  rw [div_div_eq_mul_div, div_one, add_mul, Finset.sum_mul]
  simp only [mul_assoc]

/-- The Gaussian part of the ratio vanishes at large `s` when all exponents are positive. -/
theorem gaussian_part_tendsto_zero {ι : Type*} [Fintype ι] (κ : ℝ) (a : ι → ℝ) {b : ι → ℝ}
    (hb : ∀ i, 0 < b i) :
    Tendsto (fun s : ℝ => ∑ i, a i * (Real.exp (-(b i * s ^ 2)) * (1 + κ * s ^ 2) ^ 2))
      atTop (𝓝 0) := by
  have h := tendsto_finsetSum Finset.univ
    (fun i _ => (gaussian_mul_tendsto_zero (hb i) κ).const_mul (a i))
  simp only [mul_zero, Finset.sum_const_zero] at h
  exact h

/-- Without a constant term, a fit with positive exponents falls off faster than the
hydrogenic form factor: their ratio tends to zero. -/
theorem ratio_tendsto_zero {ι : Type*} [Fintype ι] (κ : ℝ) (a : ι → ℝ) {b : ι → ℝ}
    (hb : ∀ i, 0 < b i) :
    Tendsto (fun s => gaussFit 0 a b s / hydrogenic κ s) atTop (𝓝 0) := by
  refine (gaussian_part_tendsto_zero κ a hb).congr fun s => ?_
  rw [ratio_eq, zero_mul, zero_add]

/-- With a nonzero constant term, positive exponents and `κ > 0`, the ratio of fit to
hydrogenic form factor diverges in absolute value. -/
theorem abs_ratio_tendsto_atTop {ι : Type*} [Fintype ι] {c κ : ℝ} (hc : c ≠ 0) (hκ : 0 < κ)
    (a : ι → ℝ) {b : ι → ℝ} (hb : ∀ i, 0 < b i) :
    Tendsto (fun s => |gaussFit c a b s / hydrogenic κ s|) atTop atTop := by
  have hlin : Tendsto (fun s : ℝ => 1 + κ * s ^ 2) atTop atTop :=
    tendsto_atTop_add_const_left atTop 1
      ((tendsto_pow_atTop two_ne_zero).const_mul_atTop hκ)
  have hX : Tendsto (fun s : ℝ => (1 + κ * s ^ 2) ^ 2) atTop atTop :=
    (tendsto_pow_atTop two_ne_zero).comp hlin
  -- the constant's contribution grows, the Gaussian contribution dies out
  have h := (hX.const_mul_atTop (abs_pos.2 hc)).atTop_add
    (gaussian_part_tendsto_zero κ a hb).abs.neg
  refine tendsto_atTop_mono (fun s => ?_) h
  rw [ratio_eq]
  have h1 := abs_sub_abs_le_abs_sub (c * (1 + κ * s ^ 2) ^ 2)
    (-∑ i, a i * (Real.exp (-(b i * s ^ 2)) * (1 + κ * s ^ 2) ^ 2))
  have h2 : 0 ≤ (1 + κ * s ^ 2) ^ 2 := sq_nonneg _
  rw [abs_neg, sub_neg_eq_add, abs_mul, abs_of_nonneg h2] at h1
  linarith

/-- No Gaussian fit with positive exponents, with or without a constant, tracks the hydrogenic tail
with `κ > 0`: for each `ε < 1`, its relative error exceeds `ε` at all sufficiently large `s`. -/
theorem no_fit_tracks_tail {ι : Type*} [Fintype ι] (c : ℝ) {κ ε : ℝ} (hκ : 0 < κ) (hε : ε < 1)
    (a : ι → ℝ) {b : ι → ℝ} (hb : ∀ i, 0 < b i) :
    ∀ᶠ s in atTop, ε * hydrogenic κ s < |gaussFit c a b s - hydrogenic κ s| := by
  have key : ∀ᶠ s in atTop, ε < |gaussFit c a b s / hydrogenic κ s - 1| := by
    by_cases hc : c = 0
    · subst hc
      have h0 : (0 : ℝ) < 1 - ε := by linarith
      filter_upwards [(ratio_tendsto_zero κ a hb).eventually_lt_const h0] with s hs
      have := neg_le_abs (gaussFit 0 a b s / hydrogenic κ s - 1)
      linarith
    · filter_upwards [(abs_ratio_tendsto_atTop hc hκ a hb).eventually_gt_atTop 2] with s hs
      have := abs_sub_abs_le_abs_sub (gaussFit c a b s / hydrogenic κ s) 1
      rw [abs_one] at this
      linarith
  filter_upwards [key] with s hs
  have hf : 0 < hydrogenic κ s := by
    unfold hydrogenic
    positivity
  have e : gaussFit c a b s - hydrogenic κ s
      = (gaussFit c a b s / hydrogenic κ s - 1) * hydrogenic κ s := by
    rw [sub_mul, div_mul_cancel₀ _ hf.ne', one_mul]
  rw [e, abs_mul, abs_of_pos hf]
  exact mul_lt_mul_of_pos_right hs hf

/-- Two Gaussians of unit amplitude with positive exponents `b` and `b'` differ, at every `s`, by at
most `|b - b'| / (e min(b, b'))`. -/
theorem gaussian_diff_le {b b' : ℝ} (hb : 0 < b) (hb' : 0 < b') (s : ℝ) :
    |Real.exp (-(b * s ^ 2)) - Real.exp (-(b' * s ^ 2))|
      ≤ |b - b'| / (Real.exp 1 * min b b') := by
  have key : ∀ p q x : ℝ, 0 < p → p ≤ q → 0 ≤ x →
      |Real.exp (-(p * x)) - Real.exp (-(q * x))| ≤ (q - p) / (Real.exp 1 * p) := by
    intro p q x hp hpq hx
    have hE := Real.exp_pos (-(p * x))
    have h1 : Real.exp (-(q * x)) = Real.exp (-(p * x)) * Real.exp (-((q - p) * x)) := by
      rw [← Real.exp_add]
      congr 1
      ring
    have h2 := mul_le_mul_of_nonneg_left (Real.add_one_le_exp (-((q - p) * x))) hE.le
    -- `y exp (-y)` is at most `1 / e`
    have h3 := Real.add_one_le_exp (p * x - 1)
    have h4 : Real.exp (p * x - 1) * (Real.exp 1 * Real.exp (-(p * x))) = 1 := by
      rw [← Real.exp_add, ← Real.exp_add,
        show p * x - 1 + (1 + -(p * x)) = 0 by ring, Real.exp_zero]
    have h5 : p * x * (Real.exp 1 * Real.exp (-(p * x))) ≤ 1 := by
      calc p * x * (Real.exp 1 * Real.exp (-(p * x)))
          ≤ Real.exp (p * x - 1) * (Real.exp 1 * Real.exp (-(p * x))) :=
            mul_le_mul_of_nonneg_right (by linarith) (by positivity)
        _ = 1 := h4
    have h6 : Real.exp (-(q * x)) ≤ Real.exp (-(p * x)) :=
      Real.exp_le_exp.2 (neg_le_neg (mul_le_mul_of_nonneg_right hpq hx))
    rw [abs_of_nonneg (sub_nonneg.2 h6), le_div_iff₀ (by positivity)]
    calc (Real.exp (-(p * x)) - Real.exp (-(q * x))) * (Real.exp 1 * p)
        ≤ (Real.exp (-(p * x)) * ((q - p) * x)) * (Real.exp 1 * p) :=
          mul_le_mul_of_nonneg_right (by rw [h1]; linarith) (by positivity)
      _ = (q - p) * (p * x * (Real.exp 1 * Real.exp (-(p * x)))) := by ring
      _ ≤ (q - p) * 1 := mul_le_mul_of_nonneg_left h5 (sub_nonneg.2 hpq)
      _ = q - p := mul_one _
  rcases le_total b b' with h | h
  · rw [min_eq_left h, abs_sub_comm b b', abs_of_nonneg (sub_nonneg.2 h)]
    exact key b b' _ hb h (sq_nonneg s)
  · rw [min_eq_right h, abs_of_nonneg (sub_nonneg.2 h), abs_sub_comm]
    exact key b' b _ hb' h (sq_nonneg s)


/-- Ill-conditioning: for any shift `A`, tolerance `ε > 0` and exponent `b > 0` there is a second
exponent `b' > b` such that changing the two amplitudes by `A` and `-A` moves the fitted
curve by at most `ε` at every `s`. -/
theorem amplitudes_ill_conditioned {b ε : ℝ} (hb : 0 < b) (hε : 0 < ε) (A : ℝ) :
    ∃ b' > b, ∀ c a₁ a₂ s : ℝ,
      |gaussFit c ![a₁ + A, a₂ - A] ![b, b'] s - gaussFit c ![a₁, a₂] ![b, b'] s| ≤ ε := by
  have hA : 0 < |A| + 1 := by positivity
  have hδ : 0 < ε * (Real.exp 1 * b) / (|A| + 1) := by positivity
  refine ⟨b + ε * (Real.exp 1 * b) / (|A| + 1), by linarith, fun c a₁ a₂ s => ?_⟩
  have h := gaussian_diff_le hb (add_pos hb hδ) s
  rw [min_eq_left (by linarith), abs_sub_comm b, add_sub_cancel_left, abs_of_pos hδ] at h
  have e : ε * (Real.exp 1 * b) / (|A| + 1) / (Real.exp 1 * b) = ε / (|A| + 1) := by
    field_simp
  rw [e] at h
  generalize b + ε * (Real.exp 1 * b) / (|A| + 1) = b' at h ⊢
  -- only the difference of the two Gaussians survives
  have hd : gaussFit c ![a₁ + A, a₂ - A] ![b, b'] s - gaussFit c ![a₁, a₂] ![b, b'] s
      = A * (Real.exp (-(b * s ^ 2)) - Real.exp (-(b' * s ^ 2))) := by
    simp only [gaussFit, Fin.sum_univ_two, Matrix.cons_val_zero, Matrix.cons_val_one]
    ring
  rw [hd, abs_mul]
  calc |A| * |Real.exp (-(b * s ^ 2)) - Real.exp (-(b' * s ^ 2))|
      ≤ |A| * (ε / (|A| + 1)) := mul_le_mul_of_nonneg_left h (abs_nonneg A)
    _ ≤ (|A| + 1) * (ε / (|A| + 1)) :=
        mul_le_mul_of_nonneg_right (by linarith) (by positivity)
    _ = ε := mul_div_cancel₀ ε hA.ne'

end

end XRayFormFactor
```

```lean
#print axioms XRayFormFactor.no_fit_tracks_tail
-- 'XRayFormFactor.no_fit_tracks_tail' depends on axioms: [propext, Classical.choice, Quot.sound]
#print axioms XRayFormFactor.amplitudes_ill_conditioned
-- 'XRayFormFactor.amplitudes_ill_conditioned' depends on axioms: [propext, Classical.choice, Quot.sound]
```

## From the calculation to the proof

`gaussian_mul_tendsto_zero` takes from Mathlib the limit of yⁿ exp(−y), composes it with y = bs², and adds the cases n = 0, 1, 2 with the coefficients found above. Replacing the exponential by a symbol `E` leaves an algebraic identity for `field_simp` and `ring`.

`ratio_eq` is the formula for g/f, and `gaussian_part_tendsto_zero` sums the vanishing terms. The limit for c = 0 follows directly. For c ≠ 0, the proof shows that |c|(1 + κs²)² − |R(s)| diverges, and `tendsto_atTop_mono` passes the divergence on to the larger quantity |g/f|.

`no_fit_tracks_tail` splits on whether c = 0. If so, g/f eventually lies below 1 − ε, so |g/f − 1| > ε. Otherwise |g/f| eventually exceeds 2, so |g/f − 1| > 1 > ε. Multiplying by f > 0 gives the stated inequality.

In `gaussian_diff_le`, the inner statement `key` treats ordered exponents p ≤ q. Both elementary inequalities come from `Real.add_one_le_exp`, which says t + 1 ≤ exp(t): `h2` uses it at t = −(q − p)x and `h3` at t = px − 1. The final `rcases` handles the two orderings of b and b'.

`amplitudes_ill_conditioned` supplies the explicit b' above. The step `hd` reduces the change of the curve to A times the difference of the Gaussians, and the closing `calc` bounds it by ε. The 1 in |A| + 1 keeps the denominator positive when A = 0.
